# An off-resonant intermediate-state sum from one linear equation in a finite basis

To compute a second-order two-photon amplitude in a finite orthonormal basis, one can solve a linear system in place of diagonalising the Hamiltonian. The first interaction acts on the initial state $g$ and produces a source vector $y = D_1 g$. One solves $(H - z)x = y$, where $z$ is the energy available after the first photon has acted and is assumed to differ from every eigenvalue of $H$, and takes the matrix element $\langle f, D_2 x\rangle$ with the final state $f$. Up to a sign convention and prefactors, this gives the part of the amplitude in which $D_1$ acts first; a second equation, with the two photons exchanged and therefore in general with a different $z$, also off resonance, gives the other part. No intermediate eigenstate is computed, yet each part includes the contributions of all of them.

## The sum over states hidden in the solution

Let $H$ act on a finite-dimensional complex inner product space, with an orthonormal basis of eigenvectors $u_n$ and real energies $\varepsilon_n$, so that $Hu_n = \varepsilon_n u_n$. The inner product is linear in its second argument. Let $z$ be a complex number different from every $\varepsilon_n$, and let $Hx - zx = y$. The claim is that for every vector $v$

$$\langle v, x\rangle = \sum_n \frac{\langle v, u_n\rangle\langle u_n, y\rangle}{\varepsilon_n - z}.$$

Start from the expansion $x = \sum_n \langle u_n, x\rangle u_n$. Applying $H$ and projecting on $u_k$ gives

$$\langle u_k, Hx\rangle = \sum_n \varepsilon_n \langle u_n, x\rangle \langle u_k, u_n\rangle = \varepsilon_k\langle u_k, x\rangle .$$

Subtracting $z\langle u_k, x\rangle$ yields

$$\langle u_k, y\rangle = \langle u_k, Hx - zx\rangle = (\varepsilon_k - z)\langle u_k, x\rangle .$$

Since $\varepsilon_k \neq z$, we may divide: $\langle u_k, x\rangle = \langle u_k, y\rangle/(\varepsilon_k - z)$. For any linear operator $A$ and any vector $f$, the expansion of $x$ then gives

$$\langle f, Ax\rangle = \sum_n \langle f, Au_n\rangle\langle u_n, x\rangle = \sum_n \frac{\langle f, Au_n\rangle\langle u_n, y\rangle}{\varepsilon_n - z}.$$

The claim is the case $A = 1$, $f = v$.

## Solvability and the two time orderings

The projected equation also shows when a solution exists. If $\varepsilon_k = z$ for some $k$, its right-hand side vanishes, so a solution requires $\langle u_k, y\rangle = 0$. Conversely, if $y$ has no component on any $u_k$ with $\varepsilon_k = z$, then

$$x = \sum_{\varepsilon_n \neq z} \frac{\langle u_n, y\rangle}{\varepsilon_n - z}\,u_n$$

is a solution, because $H - z$ multiplies each term by $\varepsilon_n - z$ and restores $y$. Away from resonance the condition on $y$ is empty, and a solution exists for every source. It is unique: two solutions $x$ and $x'$ have the same overlap with every $v$, by the sum formula, and taking $v = x - x'$ gives $\|x - x'\|^2 = 0$.

A two-photon amplitude has two time orderings. With interaction operators $D_1$, $D_2$ and intermediate energies $z_1$, $z_2$, define

$$M = \sum_n\left[\frac{\langle f, D_2u_n\rangle\langle u_n, D_1g\rangle}{\varepsilon_n - z_1} + \frac{\langle f, D_1u_n\rangle\langle u_n, D_2g\rangle}{\varepsilon_n - z_2}\right].$$

Solve $(H - z_1)x_1 = D_1g$ and $(H - z_2)x_2 = D_2g$. Applying the formula for $\langle f, Ax\rangle$ once with $A = D_2$ and once with $A = D_1$ gives $M = \langle f, D_2x_1\rangle + \langle f, D_1x_2\rangle$. Each ordering costs one linear equation.

## Errors of approximate solutions

An iterative solver returns an approximation $x'$ to $x$. Inserting it directly into $\langle v, x'\rangle$ leaves an error linear in $x - x'$. A second equation improves on this. Let $H$ be Hermitian, and let $w$ solve the adjoint equation $Hw - \bar z w = v$. For every $s$,

$$\langle v, s\rangle = \langle Hw, s\rangle - z\langle w, s\rangle = \langle w, (H - z)s\rangle .$$

For an approximation $w'$ to $w$, form

$$J(w', x') = \langle v, x'\rangle + \langle w', y\rangle - \langle w', (H - z)x'\rangle .$$

Writing $y = (H - z)x$ and using the identity for $s = x$ and $s = x'$,

$$\begin{aligned}
\langle v, x\rangle - J(w', x') &= \langle w, (H-z)x\rangle - \langle w, (H-z)x'\rangle\\
&\quad - \langle w', (H-z)x\rangle + \langle w', (H-z)x'\rangle\\
&= \langle w - w', (H - z)(x - x')\rangle .
\end{aligned}$$

The error is linear in $x - x'$ and conjugate-linear in $w - w'$. In a finite basis with $H$ and $z$ fixed, it is therefore at least of second order in a small parameter when both trial errors are of first order in it.

## The formal development

The state space `V` is a complex inner product space, and the eigenstates are labelled by a finite type `ι`.

```lean
import Mathlib

open scoped InnerProductSpace

namespace TwoPhotonInhomogeneousEquation

noncomputable section

variable {V ι : Type*} [NormedAddCommGroup V] [InnerProductSpace ℂ V] [Fintype ι]
```

The amplitude $M$ is written as a definition. The argument `u : OrthonormalBasis ι ℂ V` supplies a complete orthonormal set, which makes `V` finite-dimensional, and `ε : ι → ℝ` supplies the real energies. The interactions are arbitrary linear maps, so dipole operators are included but no selection rules are built in.

For absorption of a photon of frequency $\omega_1$ first, one would take $z_1 = \varepsilon_g + \hbar\omega_1$, with $\varepsilon_g$ the energy of the initial state; for emission the sign of the photon energy changes. The definition leaves `z₁` and `z₂` free. It also fixes the denominator as $\varepsilon_n - z$, which is opposite in sign to the common perturbative form, and it omits the prefactors that turn an amplitude into a rate.

```lean
/-- The two-photon amplitude from `g` to `f` as a sum over the basis states `u n`, which are meant
to be the intermediate eigenstates with energies `ε n`, with both time orderings of the interactions
`D₁` and `D₂`; `z₁` and `z₂` are the energies reached after `D₁` or `D₂` has acted first. -/
def twoPhotonAmplitude (u : OrthonormalBasis ι ℂ V) (ε : ι → ℝ) (D₁ D₂ : V →ₗ[ℂ] V)
    (z₁ z₂ : ℂ) (f g : V) : ℂ :=
  ∑ n, (⟪f, D₂ (u n)⟫_ℂ * ⟪u n, D₁ g⟫_ℂ / ((ε n : ℂ) - z₁)
    + ⟪f, D₁ (u n)⟫_ℂ * ⟪u n, D₂ g⟫_ℂ / ((ε n : ℂ) - z₂))
```

The functional $J$ follows. It is linear in `x'` and conjugate-linear in `w'` up to terms that do not involve the respective vector.

```lean
/-- A functional of two trial vectors `w'` and `x'`, used to estimate `⟪v, x⟫` when `x` solves `H x
- z x = y`. -/
def trialFunctional (H : V →ₗ[ℂ] V) (z : ℂ) (v y w' x' : V) : ℂ :=
  ⟪v, x'⟫_ℂ + ⟪w', y⟫_ℂ - ⟪w', H x' - z • x'⟫_ℂ
```

The first theorem is the projected equation. The hypothesis `hu` says that each `u n` is an eigenvector of `H` with energy `ε n`. The proof expands `x` with `u.sum_repr'`, and `Finset.sum_eq_single k` keeps the one term that survives orthogonality. The last two lines subtract the contribution of $z$. Nothing is divided here, so `z` may coincide with an energy.

```lean
/-- Projected on an eigenstate of energy `ε k`, the operator `H - z` acts as multiplication
by `ε k - z`. -/
theorem eigenstate_projection (u : OrthonormalBasis ι ℂ V) (ε : ι → ℝ) (H : V →ₗ[ℂ] V)
    (hu : ∀ n, H (u n) = (ε n : ℂ) • u n) (z : ℂ) (x : V) (k : ι) :
    ⟪u k, H x - z • x⟫_ℂ = ((ε k : ℂ) - z) * ⟪u k, x⟫_ℂ := by
  classical
  have hkk : ⟪u k, u k⟫_ℂ = 1 :=
    (orthonormal_iff_ite.mp u.orthonormal k k).trans (if_pos rfl)
  have h : ⟪u k, H x⟫_ℂ = (ε k : ℂ) * ⟪u k, x⟫_ℂ := by
    -- expand `x` in eigenstates; only the term `n = k` survives
    conv_lhs => rw [← u.sum_repr' x]
    simp only [map_sum, map_smul, hu, inner_sum, inner_smul_right]
    rw [Finset.sum_eq_single k]
    · rw [hkk]; ring
    · intro n _ hn
      have h0 : ⟪u k, u n⟫_ℂ = 0 := u.orthonormal.2 hn.symm
      rw [h0]; ring
    · exact fun hk => absurd (Finset.mem_univ k) hk
  rw [inner_sub_right, inner_smul_right, h]
  ring
```

The formula for $\langle f, Ax\rangle$ adds the hypothesis `hz`, which states that `z` differs from every energy. Physically, no intermediate state is exactly resonant. A `z` with a nonzero imaginary part, such as one introduced to represent a finite lifetime, meets this condition automatically because the energies are real.

After the expansion of `x`, `Finset.sum_congr` reduces the equality of the two sums to an equality of terms. The projected equation, named `c` in the proof, replaces $\langle u_n, y\rangle$ by $(\varepsilon_n - z)\langle u_n, x\rangle$, and `eq_div_iff` clears the denominator.

```lean
/-- If `x` solves `H x - z x = y` away from resonance, the matrix element of any operator `A`
between `f` and `x` is a sum over all eigenstates with energy denominators `ε n - z`. -/
theorem matrix_element_eq_sum (u : OrthonormalBasis ι ℂ V) (ε : ι → ℝ) (H : V →ₗ[ℂ] V)
    (hu : ∀ n, H (u n) = (ε n : ℂ) • u n) (z : ℂ) (hz : ∀ n, (ε n : ℂ) ≠ z)
    (A : V →ₗ[ℂ] V) (f x y : V) (hx : H x - z • x = y) :
    ⟪f, A x⟫_ℂ = ∑ n, ⟪f, A (u n)⟫_ℂ * ⟪u n, y⟫_ℂ / ((ε n : ℂ) - z) := by
  conv_lhs => rw [← u.sum_repr' x]
  simp only [map_sum, map_smul, inner_sum, inner_smul_right]
  refine Finset.sum_congr rfl fun n _ => ?_
  have hn : (ε n : ℂ) - z ≠ 0 := sub_ne_zero.mpr (hz n)
  have c := eigenstate_projection u ε H hu z x n
  rw [hx] at c
  rw [c, eq_div_iff hn]
  ring
```

The main theorem takes `A` to be the identity map. In words: given an eigenbasis of `H`, an off-resonant `z` and any solution `x` of the inhomogeneous equation, the overlap of `x` with an arbitrary `v` is the complete sum over basis eigenstates. Degenerate energies are allowed, since the sum runs over states and not over distinct energies.

```lean
/-- Main theorem: for `z` different from every energy, the overlap of any `v` with the solution
of `H x - z x = y` equals the complete sum over intermediate eigenstates. -/
theorem overlap_eq_intermediate_sum (u : OrthonormalBasis ι ℂ V) (ε : ι → ℝ) (H : V →ₗ[ℂ] V)
    (hu : ∀ n, H (u n) = (ε n : ℂ) • u n) (z : ℂ) (hz : ∀ n, (ε n : ℂ) ≠ z)
    (x y : V) (hx : H x - z • x = y) (v : V) :
    ⟪v, x⟫_ℂ = ∑ n, ⟪v, u n⟫_ℂ * ⟪u n, y⟫_ℂ / ((ε n : ℂ) - z) :=
  matrix_element_eq_sum u ε H hu z hz LinearMap.id v x y hx
```

The solvability criterion has no off-resonance hypothesis. The forward direction evaluates the projected equation at $\varepsilon_k = z$. The reverse direction supplies the explicit solution and checks it term by term, with `by_cases` separating resonant from non-resonant states. The Lean sum runs over all `n`, including resonant ones; their coefficients are zero, because Lean sets division by zero to zero.

```lean
/-- The inhomogeneous equation has a solution exactly when the source `y` is orthogonal to
every basis eigenstate whose energy equals `z`. -/
theorem solvable_iff (u : OrthonormalBasis ι ℂ V) (ε : ι → ℝ) (H : V →ₗ[ℂ] V)
    (hu : ∀ n, H (u n) = (ε n : ℂ) • u n) (z : ℂ) (y : V) :
    (∃ x, H x - z • x = y) ↔ ∀ k, (ε k : ℂ) = z → ⟪u k, y⟫_ℂ = 0 := by
  constructor
  · rintro ⟨x, hx⟩ k hk
    rw [← hx, eigenstate_projection u ε H hu z x k, hk, sub_self, zero_mul]
  · intro hy
    -- divide each component of the source by its energy denominator
    refine ⟨∑ n, (⟪u n, y⟫_ℂ / ((ε n : ℂ) - z)) • u n, ?_⟩
    simp only [map_sum, map_smul, hu, Finset.smul_sum]
    rw [← Finset.sum_sub_distrib]
    conv_rhs => rw [← u.sum_repr' y]
    refine Finset.sum_congr rfl fun n _ => ?_
    by_cases h : (ε n : ℂ) = z
    · rw [hy n h]; simp
    · have hn : (ε n : ℂ) - z ≠ 0 := sub_ne_zero.mpr h
      rw [smul_smul, smul_smul, ← sub_smul]
      congr 1
      calc ⟪u n, y⟫_ℂ / ((ε n : ℂ) - z) * (ε n : ℂ) - z * (⟪u n, y⟫_ℂ / ((ε n : ℂ) - z))
          = ⟪u n, y⟫_ℂ / ((ε n : ℂ) - z) * ((ε n : ℂ) - z) := by ring
        _ = ⟪u n, y⟫_ℂ := div_mul_cancel₀ _ hn
```

Off resonance, the condition in `solvable_iff` holds vacuously, which gives existence. For uniqueness, `ext_inner_left` reduces the equality of two vectors to the equality of their overlaps with every `v`, and both overlaps are rewritten as the same sum.

```lean
/-- Away from resonance the inhomogeneous equation has one and only one solution for every
source. -/
theorem existsUnique_solution (u : OrthonormalBasis ι ℂ V) (ε : ι → ℝ) (H : V →ₗ[ℂ] V)
    (hu : ∀ n, H (u n) = (ε n : ℂ) • u n) (z : ℂ) (hz : ∀ n, (ε n : ℂ) ≠ z) (y : V) :
    ∃! x, H x - z • x = y := by
  obtain ⟨x, hx⟩ := (solvable_iff u ε H hu z y).mpr fun k hk => absurd hk (hz k)
  refine ⟨x, hx, fun x' hx' => ext_inner_left ℂ fun v => ?_⟩
  -- both solutions have the same overlap with every vector
  rw [overlap_eq_intermediate_sum u ε H hu z hz x' y hx' v,
    overlap_eq_intermediate_sum u ε H hu z hz x y hx v]
```

The theorem for the full amplitude assumes both `z₁` and `z₂` off resonance and takes one solution for each source. The proof applies the matrix-element formula twice and merges the two sums into the one in the definition. The vectors `f` and `g` need not be eigenstates.

```lean
/-- For `z₁` and `z₂` different from every energy, the two-photon amplitude with both time orderings
is obtained from the solutions of two inhomogeneous equations, one for each interaction acting
first. -/
theorem twoPhotonAmplitude_eq (u : OrthonormalBasis ι ℂ V) (ε : ι → ℝ) (H : V →ₗ[ℂ] V)
    (hu : ∀ n, H (u n) = (ε n : ℂ) • u n) (D₁ D₂ : V →ₗ[ℂ] V) (z₁ z₂ : ℂ)
    (hz₁ : ∀ n, (ε n : ℂ) ≠ z₁) (hz₂ : ∀ n, (ε n : ℂ) ≠ z₂) (f g x₁ x₂ : V)
    (h₁ : H x₁ - z₁ • x₁ = D₁ g) (h₂ : H x₂ - z₂ • x₂ = D₂ g) :
    twoPhotonAmplitude u ε D₁ D₂ z₁ z₂ f g = ⟪f, D₂ x₁⟫_ℂ + ⟪f, D₁ x₂⟫_ℂ := by
  rw [matrix_element_eq_sum u ε H hu z₁ hz₁ D₂ f x₁ _ h₁,
    matrix_element_eq_sum u ε H hu z₂ hz₂ D₁ f x₂ _ h₂, ← Finset.sum_add_distrib]
  rfl
```

So far the eigenbasis has been a hypothesis. For a Hermitian operator, expressed by `H.IsSymmetric`, the spectral theorem provides it: `hH.eigenvectorBasis hd` is an orthonormal eigenbasis and `hH.eigenvalues hd` lists the energies, with `d` the dimension of the space. The next theorem inserts these into the main theorem. It covers a Hermitian matrix read as a linear operator on $\mathbb{C}^d$, and hence a Hamiltonian represented in a finite orthonormal basis.

For electronic structure this means that a calculation which solves this linear equation exactly, off resonance and for a Hamiltonian matrix in a finite orthonormal basis, includes every intermediate state of that matrix, those that represent the continuum among them; how well they represent the true continuum is a separate question of basis convergence.

```lean
/-- For any Hermitian operator on a space of finite dimension `d` and any `z` different from all its
eigenvalues, the sum over its own eigenstates equals the overlap with the solution of the
inhomogeneous equation. -/
theorem hermitian_overlap_eq_sum [FiniteDimensional ℂ V] {d : ℕ}
    (hd : Module.finrank ℂ V = d) (H : V →ₗ[ℂ] V) (hH : H.IsSymmetric) (z : ℂ)
    (hz : ∀ n, (hH.eigenvalues hd n : ℂ) ≠ z) (x y : V) (hx : H x - z • x = y) (v : V) :
    ⟪v, x⟫_ℂ = ∑ n, ⟪v, hH.eigenvectorBasis hd n⟫_ℂ * ⟪hH.eigenvectorBasis hd n, y⟫_ℂ
      / ((hH.eigenvalues hd n : ℂ) - z) :=
  overlap_eq_intermediate_sum (hH.eigenvectorBasis hd) (hH.eigenvalues hd) H
    (fun n => hH.apply_eigenvectorBasis hd n) z hz x y hx v
```

The last theorem is the error formula. Its hypotheses are that `H` is symmetric and that `x` and `w` solve the equation and its adjoint; `starRingEnd ℂ z` is the complex conjugate $\bar z$. No eigenbasis appears, and the space need not be finite-dimensional, but `H` must map all of `V` into `V`. An unbounded Hamiltonian defined only on part of a Hilbert space is therefore not covered with `V` the whole Hilbert space, though it is if `V` is a subspace of its domain that it maps into itself. In finite dimension and off resonance, `w` exists for every `v`, since $\bar z$ then also differs from all the real energies.

In the proof, `key` is the identity that moves $H - z$ across the inner product. It is used for `x` and for `x'`, as in the derivation by hand, while `hdiff` rewrites $(H - z)(x - x')$ as the residual $y - (H - z)x'$. The final `linear_combination` subtracts the two instances of `key`. The theorem states the exact product form of the error; it does not state a numerical bound.

```lean
/-- The error of the trial functional is the matrix element of `H - z` between the errors of
the two trial vectors, where `w` solves the adjoint equation with source `v`. -/
theorem trialFunctional_error (H : V →ₗ[ℂ] V) (hH : H.IsSymmetric) (z : ℂ)
    (v y w x w' x' : V) (hx : H x - z • x = y) (hw : H w - (starRingEnd ℂ z) • w = v) :
    ⟪v, x⟫_ℂ - trialFunctional H z v y w' x'
      = ⟪w - w', H (x - x') - z • (x - x')⟫_ℂ := by
  -- move `H - z` from one side of the inner product to the other
  have key : ∀ s : V, ⟪v, s⟫_ℂ = ⟪w, H s - z • s⟫_ℂ := by
    intro s
    rw [← hw, inner_sub_left, inner_sub_right, inner_smul_left, inner_smul_right, hH w s,
      Complex.conj_conj]
  have k₁ := key x
  rw [hx] at k₁
  have k₂ := key x'
  have hdiff : H (x - x') - z • (x - x') = y - (H x' - z • x') := by
    rw [map_sub, smul_sub, ← hx]
    abel
  rw [hdiff]
  simp only [trialFunctional, inner_sub_left, inner_sub_right] at k₂ ⊢
  linear_combination k₁ - k₂

end

end TwoPhotonInhomogeneousEquation
```

```lean
#print axioms TwoPhotonInhomogeneousEquation.overlap_eq_intermediate_sum
-- 'TwoPhotonInhomogeneousEquation.overlap_eq_intermediate_sum' depends on axioms: [propext, Classical.choice, Quot.sound]
#print axioms TwoPhotonInhomogeneousEquation.twoPhotonAmplitude_eq
-- 'TwoPhotonInhomogeneousEquation.twoPhotonAmplitude_eq' depends on axioms: [propext, Classical.choice, Quot.sound]
#print axioms TwoPhotonInhomogeneousEquation.hermitian_overlap_eq_sum
-- 'TwoPhotonInhomogeneousEquation.hermitian_overlap_eq_sum' depends on axioms: [propext, Classical.choice, Quot.sound]
#print axioms TwoPhotonInhomogeneousEquation.trialFunctional_error
-- 'TwoPhotonInhomogeneousEquation.trialFunctional_error' depends on axioms: [propext, Classical.choice, Quot.sound]
```
